# An SR1 update with ⟨r,s⟩ < 0 keeps the number of negative eigenvalues of a symmetric Hessian or raises it by one

## Can one update ruin the curvature of my saddle search?

My transition-state search goes wrong when the approximate Hessian B has the wrong number of negative eigenvalues. With one, a Newton step climbs along one mode and descends along the others. With two, it climbs along both and makes for the wrong kind of stationary point. I start from a good Hessian with one negative eigenvalue, but then I update it by the symmetric rank-one (SR1) formula from the step s and the gradient change y. The correction can be large, because its denominator can be small. Could a single update give me three or four negative eigenvalues, or remove the one I need?

## At most one eigenvalue changes sign, and ⟨r,s⟩ gives the direction

Three or four are impossible after one update. Write r = y − Bs for the part of the gradient change that B fails to predict. The updated matrix is

B⁺ = B + r rᵀ/⟨r,s⟩.

If ⟨r,s⟩ < 0, the number of negative eigenvalues stays the same or grows by one, however small the denominator is. Your single negative eigenvalue can then be joined by a second, but the count cannot fall to zero. If ⟨r,s⟩ > 0, the count stays the same or falls by one, and this is the sign to watch if you fear losing the uphill mode.

### Comparing the two quadratic forms

For any vector x,

xᵀB⁺x = xᵀBx + ⟨r,x⟩²/⟨r,s⟩.

When ⟨r,s⟩ < 0 the last term is never positive, and it vanishes when ⟨r,x⟩ = 0. So the update lowers the curvature or leaves it alone, and it leaves it alone on the hyperplane orthogonal to r.

To turn this into a count, write neg(A) for the number of negative eigenvalues of a symmetric matrix A, with multiplicity. Suppose that A and A′ are symmetric and that

xᵀAx ≤ xᵀA′x whenever x satisfies m given homogeneous linear equations.

Then neg(A′) ≤ neg(A) + m. Suppose instead that neg(A′) > neg(A) + m. Look for x among the combinations of the eigenvectors of A′ with negative eigenvalues, a space of dimension neg(A′). Require x to be orthogonal to the neg(A) eigenvectors of A with negative eigenvalues, and to satisfy the m equations. These are fewer conditions than dimensions, so a nonzero x exists. Expanding x in the orthonormal eigenvectors of each matrix gives

xᵀA′x = Σ λ′ᵢ wᵢ² < 0,
xᵀAx = Σ λᵢ zᵢ² ≥ 0,

where λ′ᵢ and λᵢ are the eigenvalues of A′ and A, and wᵢ and zᵢ are the components of x. The first sum contains only negative eigenvalues, the second only non-negative ones. This contradicts xᵀAx ≤ xᵀA′x.

Now use the comparison twice:

- A = B⁺, A′ = B, no equations: neg(B) ≤ neg(B⁺).
- A = B, A′ = B⁺, the one equation ⟨r,x⟩ = 0: neg(B⁺) ≤ neg(B) + 1.

Together these leave neg(B) and neg(B) + 1 as the only values. For ⟨r,s⟩ > 0 the two matrices exchange roles.

There is a sharper answer when B has no negative eigenvalue and the measured curvature ⟨y,s⟩ is negative. Then

⟨r,s⟩ = ⟨y,s⟩ − sᵀBs < 0,
sᵀB⁺s = sᵀBs + ⟨r,s⟩ = ⟨y,s⟩ < 0.

The second line forces at least one negative eigenvalue in B⁺, and the bound allows no more than one.

### Two updates of the same saddle Hessian

Take B = diag(−1, 1), which has one negative eigenvalue, and s = (0, 1), so that Bs = (0, 1).

With y = (1, −1), r = (1, −2) and ⟨r,s⟩ = −2. The update is

B⁺ = [[−3/2, 1], [1, −1]].

Its determinant is 1/2 and its trace is −5/2, so both eigenvalues are negative: the count has risen to two.

With y = (2, −1), r = (2, −2) and again ⟨r,s⟩ = −2. Now

B⁺ = [[−3, 2], [2, −1]],

with determinant −1, so exactly one eigenvalue is negative. The value of ⟨r,s⟩ is the same in both cases, and so is ⟨y,s⟩ = −1; even together, these two numbers do not decide between the two outcomes.

### What the Lean theorems say

The index type `n` labels the coordinates, for instance the 3N Cartesian coordinates of N atoms. B is a real matrix, and `B.IsHermitian` says that it is symmetric. `negCount hB` counts the indices whose eigenvalue is negative, so a repeated eigenvalue is counted as often as it occurs, and zero eigenvalues, such as those of overall translations, are not counted. Textbooks call this number the negative index of inertia, or the Morse index if B is the true Hessian at a nondegenerate stationary point.

`residual B s y` is r, `⬝ᵥ` is the ordinary dot product, `*ᵥ` applies a matrix to a vector, and `vecMulVec` forms r rᵀ. `sr1 B s y` is B⁺. Lean evaluates 1/0 as 0, so the definition returns B when ⟨r,s⟩ = 0; the counting theorems for the update assume a strict sign that excludes this case.

The main theorem, `sr1_negCount`, takes a symmetric B and vectors s and y with ⟨r,s⟩ < 0. It concludes that `negCount` of the update equals that of B, or that number plus one. The vector y is arbitrary: no energy surface enters, and s need not be short. `sr1_negCount_of_pos` treats the opposite sign, and `sr1_negCount_eq_one` the case in which B has no negative eigenvalue and the measured curvature is negative. `sr1_negCount_unchanged` gives a 2 by 2 example with ⟨r,s⟩ < 0 in which the count stays at zero.

For a transition-state search on an electronic-structure energy surface, this limits how far one update can shift the curvature count of the approximate Hessian. The step from there to the molecule is left open: B⁺ may have a different number of negative eigenvalues from the true Hessian at the new geometry.

```lean
import Mathlib

open Matrix

namespace SR1Inertia

noncomputable section

variable {n : Type*} [Fintype n] [DecidableEq n]

/-- The number of negative eigenvalues of a real symmetric matrix, counted with multiplicity. -/
def negCount {A : Matrix n n ℝ} (hA : A.IsHermitian) : ℕ :=
  Fintype.card {i // hA.eigenvalues i < 0}

/-- The residual `r = y - B s` of the secant equation for the step `s` and the
gradient change `y`. -/
def residual (B : Matrix n n ℝ) (s y : n → ℝ) : n → ℝ := y - B *ᵥ s

/-- The symmetric rank-one update `B + r rᵀ / ⟨r, s⟩` of the Hessian `B`, meant for
`⟨r, s⟩ ≠ 0`. -/
def sr1 (B : Matrix n n ℝ) (s y : n → ℝ) : Matrix n n ℝ :=
  B + (1 / (residual B s y ⬝ᵥ s)) • vecMulVec (residual B s y) (residual B s y)

/-- A real symmetric matrix has an orthogonal matrix of eigenvectors, in whose coordinates the
quadratic form is the sum of squares weighted by the eigenvalues. -/
theorem exists_normal_modes {A : Matrix n n ℝ} (hA : A.IsHermitian) :
    ∃ P : Matrix n n ℝ, Pᵀ * P = 1 ∧
      ∀ z, (P *ᵥ z) ⬝ᵥ (A *ᵥ (P *ᵥ z)) = ∑ i, hA.eigenvalues i * z i ^ 2 := by
  -- the columns of `P` are the orthonormal eigenvectors
  let P : Matrix n n ℝ := Matrix.of fun i j => (hA.eigenvectorBasis j).ofLp i
  have hP : Pᵀ * P = 1 := by
    ext j k
    have h := orthonormal_iff_ite.mp hA.eigenvectorBasis.orthonormal j k
    rw [Matrix.one_apply]
    refine Eq.trans ?_ h
    simp only [Matrix.mul_apply, Matrix.transpose_apply, PiLp.inner_apply, P, Matrix.of_apply]
    refine Finset.sum_congr rfl fun i _ => ?_
    simp [mul_comm]
  have hAP : A * P = P * diagonal hA.eigenvalues := by
    ext i j
    have h : (A * P) i j = hA.eigenvalues j * P i j :=
      congrFun (hA.mulVec_eigenvectorBasis j) i
    rw [h, Matrix.mul_diagonal, mul_comm]
  refine ⟨P, hP, fun z => ?_⟩
  have h1 : A *ᵥ (P *ᵥ z) = P *ᵥ (diagonal hA.eigenvalues *ᵥ z) := by
    rw [Matrix.mulVec_mulVec, hAP, ← Matrix.mulVec_mulVec]
  have h2 : P *ᵥ z = z ᵥ* Pᵀ := (Matrix.vecMul_transpose _ _).symm
  rw [h1, Matrix.dotProduct_mulVec, h2, Matrix.vecMul_vecMul, hP, Matrix.vecMul_one]
  simp only [dotProduct, Matrix.mulVec_diagonal]
  exact Finset.sum_congr rfl fun i _ => by ring

/-- A real symmetric matrix has no negative eigenvalue exactly when its quadratic form is
nowhere negative. -/
theorem negCount_eq_zero_iff {A : Matrix n n ℝ} (hA : A.IsHermitian) :
    negCount hA = 0 ↔ ∀ x, 0 ≤ x ⬝ᵥ (A *ᵥ x) := by
  obtain ⟨P, hP, hPA⟩ := exists_normal_modes hA
  rw [negCount, Fintype.card_eq_zero_iff]
  constructor
  · intro h x
    have hnn : ∀ i, 0 ≤ hA.eigenvalues i := fun i => by
      by_contra hi
      exact h.false ⟨i, not_le.1 hi⟩
    have hx : P *ᵥ (Pᵀ *ᵥ x) = x := by
      rw [Matrix.mulVec_mulVec, mul_eq_one_comm.mp hP, Matrix.one_mulVec]
    have q := hPA (Pᵀ *ᵥ x)
    rw [hx] at q
    rw [q]
    exact Finset.sum_nonneg fun i _ => mul_nonneg (hnn i) (sq_nonneg _)
  · intro h
    refine ⟨fun ⟨i, hi⟩ => ?_⟩
    -- test the form on the `i`-th eigenvector
    have q := h (P *ᵥ (Pi.single i (1 : ℝ)))
    rw [hPA] at q
    have e : ∑ j, hA.eigenvalues j * (Pi.single i (1 : ℝ) : n → ℝ) j ^ 2
        = hA.eigenvalues i := by
      simp [Pi.single_apply]
    linarith

/-- Let `A` and `A'` be real symmetric matrices. If the quadratic form of `A` is at most that of
`A'` wherever `m` linear constraints `C x = 0` hold, then `A'` has at most `m` more negative
eigenvalues than `A`. -/
theorem negCount_le_add {A A' : Matrix n n ℝ} (hA : A.IsHermitian) (hA' : A'.IsHermitian)
    {m : ℕ} (C : Matrix (Fin m) n ℝ)
    (h : ∀ x, C *ᵥ x = 0 → x ⬝ᵥ (A *ᵥ x) ≤ x ⬝ᵥ (A' *ᵥ x)) :
    negCount hA' ≤ negCount hA + m := by
  obtain ⟨P, hP, hPA⟩ := exists_normal_modes hA
  obtain ⟨Q, -, hQA⟩ := exists_normal_modes hA'
  by_contra hlt
  -- too few conditions to force a combination of eigenvectors of `A'` with negative
  -- eigenvalues to vanish
  let F := (LinearMap.funLeft ℝ ℝ (Subtype.val : {i // ¬ hA'.eigenvalues i < 0} → n)).prod
    (((LinearMap.funLeft ℝ ℝ (Subtype.val : {i // hA.eigenvalues i < 0} → n)).comp
      (Pᵀ * Q).mulVecLin).prod (C.mulVecLin.comp Q.mulVecLin))
  have hF : ¬ Function.Injective F := fun hinj => by
    have hle := LinearMap.finrank_le_finrank_of_injective hinj
    simp only [Module.finrank_prod, Module.finrank_fintype_fun_eq_card,
      Fintype.card_fin] at hle
    have c1 : Fintype.card {i // ¬ hA'.eigenvalues i < 0}
        = Fintype.card n - Fintype.card {i // hA'.eigenvalues i < 0} :=
      Fintype.card_subtype_compl _
    have c2 : Fintype.card {i // hA'.eigenvalues i < 0} ≤ Fintype.card n :=
      Fintype.card_subtype_le _
    unfold negCount at hlt
    omega
  rw [injective_iff_map_eq_zero] at hF
  push Not at hF
  obtain ⟨w, hw, hw0⟩ := hF
  have h1 : ∀ i, ¬ hA'.eigenvalues i < 0 → w i = 0 := fun i hi =>
    congrFun (congrArg Prod.fst hw) ⟨i, hi⟩
  have h2 : ∀ i, hA.eigenvalues i < 0 → ((Pᵀ * Q) *ᵥ w) i = 0 := fun i hi =>
    congrFun (congrArg (fun t => t.2.1) hw) ⟨i, hi⟩
  have h3 : C *ᵥ (Q *ᵥ w) = 0 := congrArg (fun t => t.2.2) hw
  -- the form of `A'` is negative at `Q w`
  have hneg : ∑ i, hA'.eigenvalues i * w i ^ 2 < 0 := by
    obtain ⟨j, hj⟩ := Function.ne_iff.mp hw0
    have hj' : w j ≠ 0 := hj
    have hlt' : ∑ i, hA'.eigenvalues i * w i ^ 2 < ∑ _i : n, (0 : ℝ) := by
      refine Finset.sum_lt_sum (fun i _ => ?_) ⟨j, Finset.mem_univ j, ?_⟩
      · by_cases hi : hA'.eigenvalues i < 0
        · exact mul_nonpos_of_nonpos_of_nonneg hi.le (sq_nonneg _)
        · simp [h1 i hi]
      · have hμ : hA'.eigenvalues j < 0 := by
          by_contra hc
          exact hj' (h1 j hc)
        exact mul_neg_of_neg_of_pos hμ (by positivity)
    rwa [Finset.sum_const_zero] at hlt'
  -- the form of `A` is not
  have hpos : 0 ≤ ∑ i, hA.eigenvalues i * ((Pᵀ * Q) *ᵥ w) i ^ 2 := by
    refine Finset.sum_nonneg fun i _ => ?_
    by_cases hi : hA.eigenvalues i < 0
    · simp [h2 i hi]
    · exact mul_nonneg (not_lt.mp hi) (sq_nonneg _)
  have hx : P *ᵥ ((Pᵀ * Q) *ᵥ w) = Q *ᵥ w := by
    rw [Matrix.mulVec_mulVec, ← Matrix.mul_assoc, mul_eq_one_comm.mp hP, Matrix.one_mul]
  rw [← hPA, hx] at hpos
  rw [← hQA] at hneg
  linarith [h _ h3]

omit [DecidableEq n] in
/-- The SR1 update of a symmetric matrix is symmetric. -/
theorem sr1_isHermitian {B : Matrix n n ℝ} (hB : B.IsHermitian) (s y : n → ℝ) :
    (sr1 B s y).IsHermitian := by
  refine Matrix.IsHermitian.ext fun i j => ?_
  have h := hB.apply i j
  simp only [star_trivial] at h
  simp only [sr1, Matrix.add_apply, Matrix.smul_apply, vecMulVec_apply, star_trivial,
    smul_eq_mul]
  rw [h]
  ring

omit [DecidableEq n] in
/-- The SR1 update changes the curvature along `x` by `⟨r, x⟩² / ⟨r, s⟩`, for `⟨r, s⟩ ≠ 0`. -/
theorem sr1_quadratic (B : Matrix n n ℝ) (s y x : n → ℝ) :
    x ⬝ᵥ (sr1 B s y *ᵥ x)
      = x ⬝ᵥ (B *ᵥ x) + (residual B s y ⬝ᵥ x) ^ 2 / (residual B s y ⬝ᵥ s) := by
  have key : ∀ (c : ℝ) (r : n → ℝ), (c • vecMulVec r r) *ᵥ x = (c * (r ⬝ᵥ x)) • r := by
    intro c r
    ext i
    simp only [Matrix.mulVec, dotProduct, Matrix.smul_apply, vecMulVec_apply, Pi.smul_apply,
      smul_eq_mul, Finset.mul_sum, Finset.sum_mul]
    exact Finset.sum_congr rfl fun j _ => by ring
  rw [sr1, Matrix.add_mulVec, key, dotProduct_add, dotProduct_smul, smul_eq_mul,
    dotProduct_comm x (residual B s y)]
  ring

/-- If `⟨r, s⟩ < 0`, the SR1 update of a symmetric `B` has as many negative eigenvalues as
`B`, or exactly one more. -/
theorem sr1_negCount {B : Matrix n n ℝ} (hB : B.IsHermitian) {s y : n → ℝ}
    (hrs : residual B s y ⬝ᵥ s < 0) :
    negCount (sr1_isHermitian hB s y) = negCount hB ∨
      negCount (sr1_isHermitian hB s y) = negCount hB + 1 := by
  -- the update raises the form nowhere
  have h1 := negCount_le_add (sr1_isHermitian hB s y) hB (0 : Matrix (Fin 0) n ℝ)
    (fun x _ => by
      rw [sr1_quadratic]
      have := div_nonpos_of_nonneg_of_nonpos (sq_nonneg (residual B s y ⬝ᵥ x)) hrs.le
      linarith)
  -- and leaves it alone on the hyperplane orthogonal to `r`
  have h2 := negCount_le_add hB (sr1_isHermitian hB s y)
    (Matrix.of fun _ : Fin 1 => residual B s y) (fun x hx => by
      have hx' : residual B s y ⬝ᵥ x = 0 := congrFun hx 0
      rw [sr1_quadratic, hx']
      simp)
  omega

/-- If `⟨r, s⟩ > 0`, the SR1 update of a symmetric `B` has as many negative eigenvalues as
`B`, or exactly one fewer. -/
theorem sr1_negCount_of_pos {B : Matrix n n ℝ} (hB : B.IsHermitian) {s y : n → ℝ}
    (hrs : 0 < residual B s y ⬝ᵥ s) :
    negCount hB = negCount (sr1_isHermitian hB s y) ∨
      negCount hB = negCount (sr1_isHermitian hB s y) + 1 := by
  have h1 := negCount_le_add hB (sr1_isHermitian hB s y) (0 : Matrix (Fin 0) n ℝ)
    (fun x _ => by
      rw [sr1_quadratic]
      have := div_nonneg (sq_nonneg (residual B s y ⬝ᵥ x)) hrs.le
      linarith)
  have h2 := negCount_le_add (sr1_isHermitian hB s y) hB
    (Matrix.of fun _ : Fin 1 => residual B s y) (fun x hx => by
      have hx' : residual B s y ⬝ᵥ x = 0 := congrFun hx 0
      rw [sr1_quadratic, hx']
      simp)
  omega

/-- If a symmetric `B` has no negative eigenvalue and the measured curvature `⟨y, s⟩` is
negative, the SR1 update has exactly one negative eigenvalue. -/
theorem sr1_negCount_eq_one {B : Matrix n n ℝ} (hB : B.IsHermitian) {s y : n → ℝ}
    (h0 : negCount hB = 0) (hys : y ⬝ᵥ s < 0) :
    negCount (sr1_isHermitian hB s y) = 1 := by
  have hs := (negCount_eq_zero_iff hB).1 h0 s
  have e : residual B s y ⬝ᵥ s = y ⬝ᵥ s - s ⬝ᵥ (B *ᵥ s) := by
    rw [residual, sub_dotProduct, dotProduct_comm (B *ᵥ s) s]
  have hr : residual B s y ⬝ᵥ s < 0 := by linarith
  rcases sr1_negCount hB hr with h | h
  · -- an unchanged count would make the curvature along `s` nonnegative
    exfalso
    have h' := (negCount_eq_zero_iff _).1 (h.trans h0) s
    rw [sr1_quadratic, sq, mul_div_assoc, div_self hr.ne, mul_one] at h'
    linarith
  · rw [h, h0]

/-- For `B` the 2 by 2 identity, `s = (1, 0)` and `y = (1/2, 0)`, one has `⟨r, s⟩ < 0`, and
neither `B` nor its SR1 update has a negative eigenvalue. -/
theorem sr1_negCount_unchanged :
    residual (1 : Matrix (Fin 2) (Fin 2) ℝ) ![1, 0] ![1 / 2, 0] ⬝ᵥ ![1, 0] < 0 ∧
      negCount (Matrix.isHermitian_one : (1 : Matrix (Fin 2) (Fin 2) ℝ).IsHermitian) = 0 ∧
      negCount (sr1_isHermitian
        (Matrix.isHermitian_one : (1 : Matrix (Fin 2) (Fin 2) ℝ).IsHermitian)
        ![1, 0] ![1 / 2, 0]) = 0 := by
  have h : residual (1 : Matrix (Fin 2) (Fin 2) ℝ) ![1, 0] ![1 / 2, 0] = ![-1 / 2, 0] := by
    rw [residual, Matrix.one_mulVec]
    ext i
    fin_cases i <;> norm_num
  refine ⟨?_, (negCount_eq_zero_iff _).2 fun x => ?_, (negCount_eq_zero_iff _).2 fun x => ?_⟩
  · rw [h]
    norm_num [dotProduct, Fin.sum_univ_two]
  · rw [Matrix.one_mulVec]
    exact Finset.sum_nonneg fun i _ => mul_self_nonneg (x i)
  · rw [sr1_quadratic, h, Matrix.one_mulVec]
    simp only [dotProduct, Fin.sum_univ_two, Matrix.cons_val_zero, Matrix.cons_val_one]
    have hp : 0 ≤ x 0 ^ 2 / 2 + x 1 ^ 2 := by positivity
    refine hp.trans_eq ?_
    ring

end

end SR1Inertia
```

```lean
#print axioms SR1Inertia.sr1_negCount_of_pos
-- 'SR1Inertia.sr1_negCount_of_pos' depends on axioms: [propext, Classical.choice, Quot.sound]
#print axioms SR1Inertia.sr1_negCount_eq_one
-- 'SR1Inertia.sr1_negCount_eq_one' depends on axioms: [propext, Classical.choice, Quot.sound]
#print axioms SR1Inertia.sr1_negCount_unchanged
-- 'SR1Inertia.sr1_negCount_unchanged' depends on axioms: [propext, Classical.choice, Quot.sound]
```

### From eigenvectors to the count in Lean

`exists_normal_modes` puts the orthonormal eigenvectors into the columns of a matrix P and shows that the quadratic form becomes a sum of squares weighted by the eigenvalues. The "normal modes" in its name are the eigenvectors of whatever symmetric matrix is supplied, which need not describe molecular vibrations. `negCount_eq_zero_iff` uses this expansion to show that the count is zero exactly when the form is nowhere negative. For one direction it tests the form on a single eigenvector.

`negCount_le_add` is the comparison of forms, with the m equations stored as the rows of `C`. A vector is written as Qw, where Q holds the eigenvectors of A′. The linear map `F` collects everything that has to vanish: the components of w on the eigenvectors of A′ with non-negative eigenvalues, the components of Qw on the eigenvectors of A with negative eigenvalues, and C(Qw). If the claimed bound failed, the target of `F` would have smaller dimension than its source, so `F` would not be injective and some nonzero w would be sent to zero. The facts `hneg` and `hpos` are the two signs found above, and `linarith` derives the contradiction.

`sr1_isHermitian` shows that the update is symmetric, which `negCount` needs, and `sr1_quadratic` is the formula for xᵀB⁺x. In `sr1_negCount`, `h1` is the comparison with an empty set of equations (`Fin 0`) and `h2` the one with the single row r (`Fin 1`); `omega` combines the two inequalities. `sr1_negCount_of_pos` exchanges the matrices.

`sr1_negCount_eq_one` first derives ⟨r,s⟩ < 0. It then rules out an unchanged count, since that would make the curvature of B⁺ along s non-negative although it equals ⟨y,s⟩. In the final example r = (−1/2, 0), and the updated form is x₀²/2 + x₁², which is never negative.
